# Positivity of 1 − exp(−2πr) for positive r

The lemma states that 1 − exp(−2πr) is strictly positive for every real number r > 0. In physical terms, an exponential factor with a negative dimensionless exponent stays strictly below one, so its difference from one is positive. The statement is a plain real inequality: it involves no Hamiltonian, state or other physical model, and its only assumption is that r is positive. The attempt first shows that exp(−2πr) < 1, using the negativity of the exponent, and then obtains the claim by linear arithmetic.

Lean 4 with Mathlib refuses this proof:

```lean
import Mathlib

open scoped Real

namespace SaddlePointConductance

noncomputable section

/-- For `r > 0` the difference `1 - exp(-2πr)` is positive. -/
theorem one_sub_ratio_pos {r : ℝ} (hr : 0 < r) : 0 < 1 - Real.exp (-2 * π * r) := by
  have h : Real.exp (-2 * π * r) < 1 :=
    Real.exp_lt_one (by nlinarith [mul_pos Real.pi_pos hr])
  linarith

end

end SaddlePointConductance
```

Compiling this gives:

```
Main.lean:12:4: error(lean.unknownIdentifier): Unknown constant `Real.exp_lt_one`
```

What went wrong. The message says that Lean knows no constant called `Real.exp_lt_one`. The proof calls it to pass from a negative exponent to an exponential below one, so the step `h` fails because of the missing name, not because the inequality is false.

The repair uses `Real.exp_lt_one_iff` instead, an equivalence between `Real.exp x < 1` and `x < 0`. Since an equivalence is not itself a function from one side to the other, `.mpr` selects the direction needed here: from `x < 0` to `Real.exp x < 1`. What remains to be shown is that `-2 * π * r` is negative, and the unchanged `nlinarith` call proves this from the positivity of `π * r`. The final `linarith` is also unchanged and turns `h` into the stated inequality.

After these edits no error is left:

```diff
@@ -10,5 +10,5 @@
 theorem one_sub_ratio_pos {r : ℝ} (hr : 0 < r) : 0 < 1 - Real.exp (-2 * π * r) := by
   have h : Real.exp (-2 * π * r) < 1 :=
-    Real.exp_lt_one (by nlinarith [mul_pos Real.pi_pos hr])
+    Real.exp_lt_one_iff.mpr (by nlinarith [mul_pos Real.pi_pos hr])
   linarith
 
```
